# Two-sided bounds on the error of replacing a self-energy with positive pole strengths by a single pole at the centroid, for frequencies above all poles

The self-energy here is a finite, non-empty sum of poles, Σ b_j/(w − d_j), with positive strengths b_j, energies d_j in [m, M] and a real frequency w above M. The one-pole model puts the total strength at the strength-weighted mean energy c. `error_bounds` states that the self-energy minus its one-pole model lies between S/((w − m)(w − c)²) and S/((w − M)(w − c)²), where S = Σ b_j(d_j − c)² is the total strength times the variance of the pole energies. The attempt rewrites the error with the exact formula `error_eq`, then compares the denominators w − d_j with w − m and w − M pole by pole.

An attempt in Lean 4 with a fault in it:

```lean
import Mathlib

open Finset

namespace ErrorBounds

noncomputable section

variable {ι : Type*} [Fintype ι]

/-- The self-energy with pole strengths `b j` at the real energies `d j`, as a function of
a real frequency `w` different from every `d j`. -/
def selfEnergy (b d : ι → ℝ) (w : ℝ) : ℝ := ∑ j, b j / (w - d j)

/-- The total pole strength. -/
def weight (b : ι → ℝ) : ℝ := ∑ j, b j

/-- The weighted mean position of the poles, for nonzero total strength. -/
def centroid (b d : ι → ℝ) : ℝ := (∑ j, b j * d j) / weight b

/-- The one-pole model: the total strength placed at the centroid, for nonzero total strength
and a frequency `w` different from the centroid. -/
def onePole (b d : ι → ℝ) (w : ℝ) : ℝ := weight b / (w - centroid b d)

/-- The second central moment of the pole distribution, not divided by the total strength,
for nonzero total strength. -/
def spread (b d : ι → ℝ) : ℝ := ∑ j, b j * (d j - centroid b d) ^ 2

/-- For nonzero total strength, the first moment of the poles about their centroid vanishes. -/
theorem first_moment {b d : ι → ℝ} (hB : weight b ≠ 0) :
    ∑ j, b j * (d j - centroid b d) = 0 := by
  have h : (∑ j, b j) * centroid b d = ∑ j, b j * d j := by
    change weight b * centroid b d = _
    unfold centroid
    field_simp
  simp only [mul_sub, Finset.sum_sub_distrib, ← Finset.sum_mul]
  linarith

/-- With positive strengths and at least one pole, the centroid lies below any frequency that is
above all poles, and above any frequency that is below all poles. -/
theorem centroid_side [Nonempty ι] {b d : ι → ℝ} {w : ℝ} (hb : ∀ j, 0 < b j) :
    ((∀ j, d j < w) → centroid b d < w) ∧ ((∀ j, w < d j) → w < centroid b d) := by
  have hB : 0 < weight b := Finset.sum_pos (fun j _ => hb j) Finset.univ_nonempty
  constructor
  · intro h
    unfold centroid
    rw [div_lt_iff₀ hB]
    unfold weight
    rw [Finset.mul_sum]
    exact Finset.sum_lt_sum_of_nonempty Finset.univ_nonempty
      (fun j _ => by nlinarith [mul_pos (hb j) (sub_pos.mpr (h j))])
  · intro h
    unfold centroid
    rw [lt_div_iff₀ hB]
    unfold weight
    rw [Finset.mul_sum]
    exact Finset.sum_lt_sum_of_nonempty Finset.univ_nonempty
      (fun j _ => by nlinarith [mul_pos (hb j) (sub_pos.mpr (h j))])

/-- The exact error of the one-pole model, for nonzero total strength and a frequency that
coincides neither with a pole nor with the centroid. -/
theorem error_eq {b d : ι → ℝ} {w : ℝ} (hB : weight b ≠ 0) (hw : ∀ j, w ≠ d j)
    (hD : w ≠ centroid b d) :
    selfEnergy b d w - onePole b d w =
      (∑ j, b j * (d j - centroid b d) ^ 2 / (w - d j)) / (w - centroid b d) ^ 2 := by
  have h1 := first_moment (d := d) hB
  have hc : w - centroid b d ≠ 0 := sub_ne_zero.mpr hD
  -- expand each pole about the centroid, with exact remainder
  have key : ∀ j, b j / (w - d j) = b j / (w - centroid b d)
      + b j * (d j - centroid b d) / (w - centroid b d) ^ 2
      + b j * (d j - centroid b d) ^ 2 / (w - d j) / (w - centroid b d) ^ 2 := by
    intro j
    have hj : w - d j ≠ 0 := sub_ne_zero.mpr (hw j)
    field_simp
    ring
  unfold selfEnergy onePole weight
  -- the linear term drops out by the choice of the centroid
  rw [Finset.sum_congr rfl (fun j _ => key j), Finset.sum_add_distrib, Finset.sum_add_distrib,
    ← Finset.sum_div, ← Finset.sum_div, ← Finset.sum_div, h1]
  ring

/-- For positive strengths and at least one pole, with all poles in `[m, M]` and the frequency
above `M`, the second central moment bounds the one-pole error from both sides. -/
theorem error_bounds [Nonempty ι] {b d : ι → ℝ} {w m M : ℝ} (hb : ∀ j, 0 < b j)
    (hm : ∀ j, m ≤ d j) (hM : ∀ j, d j ≤ M) (hw : M < w) :
    spread b d / (w - m) / (w - centroid b d) ^ 2 ≤ selfEnergy b d w - onePole b d w ∧
      selfEnergy b d w - onePole b d w ≤ spread b d / (w - M) / (w - centroid b d) ^ 2 := by
  have hB : 0 < weight b := Finset.sum_pos (fun j _ => hb j) Finset.univ_nonempty
  have h : ∀ j, d j < w := fun j => (hM j).trans_lt hw
  have hnn : ∀ l, 0 ≤ b l * (d l - centroid b d) ^ 2 :=
    fun l => mul_nonneg (hb l).le (sq_nonneg _)
  rw [error_eq hB.ne' (fun l => (h l).ne') ((centroid_side hb).1 h).ne']
  unfold spread
  rw [Finset.sum_div, Finset.sum_div]
  -- compare the energy denominators pole by pole
  constructor
  · exact div_le_div_of_nonneg_right (Finset.sum_le_sum fun l _ =>
      div_le_div_of_nonneg_left (hnn l) (sub_pos.mpr (h l)) (by linarith [hm l])) (sq_nonneg _)
  · exact div_le_div_of_nonneg_right (Finset.sum_le_sum fun l _ =>
      div_le_div_of_nonneg_left (hnn l) (sub_pos.mpr hw) (by linarith [hM l])) (sq_nonneg _)

end

end ErrorBounds
```

Compiling this gives:

```
Main.lean:98:64: error: linarith failed to find a contradiction
ι : Type u_1
inst✝¹ : Fintype ι
inst✝ : Nonempty ι
b d : ι → ℝ
w m M : ℝ
hb : ∀ (j : ι), 0 < b j
hm : ∀ (j : ι), m ≤ d j
hM : ∀ (j : ι), d j ≤ M
hw : M < w
hB : 0 < weight b
h : ∀ (j : ι), d j < w
hnn : ∀ (l : ι), 0 ≤ b l * (d l - centroid b d) ^ 2
l : ι
x✝ : l ∈ ?m.244
a✝ : ?m.262 l < w - d l
⊢ False
failed
Main.lean:97:4: error: Type mismatch
  div_le_div_of_nonneg_right (sum_le_sum fun l x => div_le_div_of_nonneg_left (hnn l) (sub_pos.mpr (h l)) ?m.278)
    (sq_nonneg ?m.287)
has type
  (∑ i ∈ ?m.244, b i * (d i - centroid b d) ^ 2 / ?m.262 i) / ?m.287 ^ 2 ≤
    (∑ i ∈ ?m.244, b i * (d i - centroid b d) ^ 2 / (w - d i)) / ?m.287 ^ 2
but is expected to have type
  ∑ i, b i * (d i - centroid b d) ^ 2 / (w - m) / (w - centroid b d) ^ 2 ≤
    (∑ j, b j * (d j - centroid b d) ^ 2 / (w - d j)) / (w - centroid b d) ^ 2
Main.lean:100:61: error: linarith failed to find a contradiction
ι : Type u_1
inst✝¹ : Fintype ι
inst✝ : Nonempty ι
b d : ι → ℝ
w m M : ℝ
hb : ∀ (j : ι), 0 < b j
hm : ∀ (j : ι), m ≤ d j
hM : ∀ (j : ι), d j ≤ M
hw : M < w
hB : 0 < weight b
h : ∀ (j : ι), d j < w
hnn : ∀ (l : ι), 0 ≤ b l * (d l - centroid b d) ^ 2
l : ι
x✝ : l ∈ ?m.301
a✝ : ?m.319 l < w - M
⊢ False
failed
Main.lean:99:37: error: Application type mismatch: The argument
  sum_le_sum fun l x => div_le_div_of_nonneg_left (hnn l) (sub_pos.mpr hw) ?m.335
has type
  ∑ i ∈ ?m.301, b i * (d i - centroid b d) ^ 2 / ?m.319 i ≤ ∑ i ∈ ?m.301, b i * (d i - centroid b d) ^ 2 / (w - M)
but is expected to have type
  ∑ j, b j * (d j - centroid b d) ^ 2 / (w - d j) ≤ (∑ j, b j * (d j - centroid b d) ^ 2) / (w - M)
in the application
  div_le_div_of_nonneg_right (sum_le_sum fun l x => div_le_div_of_nonneg_left (hnn l) (sub_pos.mpr hw) ?m.335)
```

The two uses of `Finset.sum_div` were meant to move one division into the sum in each bound, but both acted on the left side of the first. The first use moved the division by `w - m` inside the sum, and the second moved the division by `(w - centroid b d) ^ 2` in after it. The first type mismatch shows the result: that side no longer has the outer division that `div_le_div_of_nonneg_right` needs. In the second bound the sum is still divided as a whole by `w - M`, so `Finset.sum_le_sum` does not fit.

The `linarith` errors follow from this. With the terms not matching the goal, one denominator in each comparison stayed unknown (`?m.262 l`, `?m.319 l`), and no hypothesis could bound it.

The repair drops the early rewrite. In each bound it first removes the common division by the square, then uses `Finset.sum_div` once, where the only sum divided as a whole is the intended one. Both sides are then sums, `Finset.sum_le_sum` applies, and `linarith` meets known denominators, for which `hm l` and `hM l` suffice.

Lean accepts the file once it reads:

```diff
@@ -92,11 +92,14 @@
   rw [error_eq hB.ne' (fun l => (h l).ne') ((centroid_side hb).1 h).ne']
   unfold spread
-  rw [Finset.sum_div, Finset.sum_div]
   -- compare the energy denominators pole by pole
   constructor
-  · exact div_le_div_of_nonneg_right (Finset.sum_le_sum fun l _ =>
-      div_le_div_of_nonneg_left (hnn l) (sub_pos.mpr (h l)) (by linarith [hm l])) (sq_nonneg _)
-  · exact div_le_div_of_nonneg_right (Finset.sum_le_sum fun l _ =>
-      div_le_div_of_nonneg_left (hnn l) (sub_pos.mpr hw) (by linarith [hM l])) (sq_nonneg _)
+  · refine div_le_div_of_nonneg_right ?_ (sq_nonneg _)
+    rw [Finset.sum_div]
+    refine Finset.sum_le_sum fun l _ => ?_
+    exact div_le_div_of_nonneg_left (hnn l) (sub_pos.mpr (h l)) (by linarith [hm l])
+  · refine div_le_div_of_nonneg_right ?_ (sq_nonneg _)
+    rw [Finset.sum_div]
+    refine Finset.sum_le_sum fun l _ => ?_
+    exact div_le_div_of_nonneg_left (hnn l) (sub_pos.mpr hw) (by linarith [hM l])
 
 end
```
